# A shifted fermion level at the chemical potential makes the second-order grand potential of independent levels diverge as \(T\to 0\)

Let finitely many independent fermion levels \(e_i\) be shifted to \(e_i+l\,w_i\) at fixed chemical potential \(\mu\) and inverse temperature \(b=1/k_BT>0\). Their grand potential is

\[
F(l)=-\frac1b\sum_i\ln\!\left(1+e^{-b(e_i+l w_i-\mu)}\right),
\]

and its curvature at zero perturbation is

\[
F''(0)=-b\sum_i w_i^2 f_i(1-f_i),\qquad f_i=\frac{1}{1+e^{b(e_i-\mu)}} .
\]

As \(b\to\infty\), \(F''(0)\to0\) exactly when no level with \(w_i\neq0\) lies at \(\mu\), and \(F''(0)\to-\infty\) exactly when some such level does. For a single level with \(w\neq0\), the two cases are \(e\neq\mu\) and \(e=\mu\). Textbooks usually write \(\Omega\), \(\beta\) and \(\lambda\) for \(F\), \(b\) and \(l\).

The term \(-b f(1-f)\) is characteristic of anomalous diagrams in finite-temperature perturbation theory; here it comes from a diagonal one-body perturbation of non-interacting levels.

## Two derivatives and a limit

Let \(x\) be a level energy measured from \(\mu\), and write \(\varphi(x)=-\frac1b\ln(1+e^{-bx})\) and \(f(x)=1/(1+e^{bx})\). Then

\[
\varphi'(x)=\frac{e^{-bx}}{1+e^{-bx}}=f(x),\qquad
f'(x)=-\frac{b\,e^{bx}}{(1+e^{bx})^2}=-b f(x)\bigl(1-f(x)\bigr),
\]

since \(1-f=e^{bx}/(1+e^{bx})\). With \(x_i=e_i+l w_i-\mu\), each derivative in \(l\) brings down a factor \(w_i\):

\[
F'(l)=\sum_i w_i f(x_i),\qquad F''(l)=-b\sum_i w_i^2 f(x_i)\bigl(1-f(x_i)\bigr).
\]

For the limit, multiply out the denominator:

\[
f(1-f)=\frac{1}{e^{bx}+2+e^{-bx}}\le e^{-|bx|}.
\]

If \(x\neq0\), then \(0\le b f(1-f)\le b e^{-b|x|}\to0\). If \(x=0\), then \(f=\tfrac12\) at every temperature and \(b f(1-f)=b/4\). Dividing the sum by \(b\) therefore gives

\[
\frac{F''(0)}{b}\to-\sum_{e_i=\mu}\frac{w_i^2}{4}.
\]

If a level at \(\mu\) has \(w_i\neq0\), this limit is negative and \(F''(0)\) falls linearly in \(b\). Otherwise every term of \(F''(0)\) itself vanishes or tends to zero. The two outcomes exclude each other, so both equivalences follow.

## Levels, occupations and curvature in Lean

The Fermi function and the one-level potential take the energy relative to \(\mu\) as their argument `x`.

```lean
import Mathlib

open Filter Topology

namespace AnomalousDiagrams

noncomputable section

/-- Fermi occupation at inverse temperature `b` of a level whose energy, measured from the
chemical potential, is `x`. -/
def fermi (b x : ℝ) : ℝ := 1 / (1 + Real.exp (b * x))

/-- Grand potential of one fermion level at energy `x` from the chemical potential,
for inverse temperature `b ≠ 0`. -/
def levelPotential (b x : ℝ) : ℝ := -(1 / b) * Real.log (1 + Real.exp (-(b * x)))
```

The levels are labelled by a finite type `ι`, and `e` and `w` assign a real energy and a real shift to each label. Degenerate levels are separate labels with equal energies. The chemical potential `mu` stays fixed as `l` and `b` vary.

```lean
variable {ι : Type*} [Fintype ι]

/-- Grand potential of independent levels `e i`, shifted by a diagonal perturbation `w i` of
strength `l`, for inverse temperature `b ≠ 0`. -/
def grandPotential (b mu : ℝ) (e w : ι → ℝ) (l : ℝ) : ℝ :=
  ∑ i, levelPotential b (e i + l * w i - mu)
```

The curvature is defined as an actual second derivative, so the formula with \(f(1-f)\) has to be proved.

```lean
/-- Second derivative of the grand potential with respect to the strength of the perturbation,
taken at zero strength, for inverse temperature `b ≠ 0`. -/
def curvature (b mu : ℝ) (e w : ι → ℝ) : ℝ :=
  deriv (deriv (grandPotential b mu e w)) 0
```

The formula for the grand potential is taken as the definition, without a derivation from a trace over many-particle states. Interacting levels are not covered: replacing an interaction by fixed diagonal shifts `w i` is in general an approximation, since mean-field shifts depend on the occupations and an interaction also has other second-order terms. The number of levels is also finite, so the limit \(b\to\infty\) is taken at a discrete spectrum.

## The occupation product and its bound

The first lemma writes \(f(1-f)\) with a single exponential.

```lean
/-- The product of particle and hole occupations of a level, written in terms of the single
exponential `exp (b * x)`. -/
theorem fermi_mul_hole (b x : ℝ) :
    fermi b x * (1 - fermi b x) = Real.exp (b * x) / (1 + Real.exp (b * x)) ^ 2 := by
  have hne : 1 + Real.exp (b * x) ≠ 0 := by positivity
  have h : 1 - 1 / (1 + Real.exp (b * x)) = Real.exp (b * x) / (1 + Real.exp (b * x)) := by
    rw [eq_div_iff hne, sub_mul, one_div, inv_mul_cancel₀ hne]
    ring
  unfold fermi
  rw [h, div_mul_div_comm]
  ring
```

The bound is proved separately for the two signs of \(bx\). For \(bx\ge0\), multiplying by the squared denominator leaves \(e^{bx}\le e^{-bx}+2+e^{bx}\). For \(bx\le0\), the same step leaves an inequality between powers of the positive number \(e^{bx}\).

```lean
/-- The product of particle and hole occupations is at most the Boltzmann factor of the distance
between the level and the chemical potential. -/
theorem fermi_mul_hole_le (b x : ℝ) :
    fermi b x * (1 - fermi b x) ≤ Real.exp (-|b * x|) := by
  have hp := Real.exp_pos (b * x)
  rw [fermi_mul_hole, div_le_iff₀ (by positivity)]
  rcases le_total 0 (b * x) with h | h
  · rw [abs_of_nonneg h]
    have hE : Real.exp (-(b * x)) * Real.exp (b * x) = 1 := by
      rw [← Real.exp_add, neg_add_cancel, Real.exp_zero]
    have h2 : Real.exp (-(b * x)) * (1 + Real.exp (b * x)) ^ 2
        = Real.exp (-(b * x)) + 2 + Real.exp (b * x) := by
      linear_combination (2 + Real.exp (b * x)) * hE
    have h3 := Real.exp_pos (-(b * x))
    linarith
  · rw [abs_of_nonpos h, neg_neg]
    nlinarith [pow_pos hp 2, pow_pos hp 3]
```

## Differentiating the grand potential

`HasDerivAt g g' x` says that `g` is differentiable at `x` with derivative `g'`. The quotient rule gives the slope of the Fermi function, and the previous identity puts it in the form \(-bf(1-f)\).

```lean
/-- The slope of the Fermi function in energy is `-b f (1 - f)`. -/
theorem hasDerivAt_fermi (b x : ℝ) :
    HasDerivAt (fermi b) (-b * (fermi b x * (1 - fermi b x))) x := by
  have h1 : HasDerivAt (fun y : ℝ => b * y) b x :=
    ((hasDerivAt_id' x).const_mul b).congr_deriv (mul_one b)
  have h2 : HasDerivAt (fun y : ℝ => 1 + Real.exp (b * y)) (Real.exp (b * x) * b) x :=
    h1.exp.const_add 1
  have hne : 1 + Real.exp (b * x) ≠ 0 := by positivity
  refine ((hasDerivAt_const x (1 : ℝ)).fun_div h2 hne).congr_deriv ?_
  rw [fermi_mul_hole]
  ring
```

For the one-level potential, the chain rule for the logarithm gives \(e^{-bx}/(1+e^{-bx})\), which \(e^{-bx}e^{bx}=1\) turns into \(f\).

```lean
/-- For `b ≠ 0`, the derivative of the one-level grand potential in the level energy is the
Fermi occupation. -/
theorem hasDerivAt_levelPotential {b : ℝ} (hb : b ≠ 0) (x : ℝ) :
    HasDerivAt (levelPotential b) (fermi b x) x := by
  have h1 : HasDerivAt (fun y : ℝ => -(b * y)) (-b) x :=
    ((hasDerivAt_id' x).const_mul b).fun_neg.congr_deriv (by rw [mul_one])
  have h2 : HasDerivAt (fun y : ℝ => 1 + Real.exp (-(b * y))) (Real.exp (-(b * x)) * -b) x :=
    h1.exp.const_add 1
  have hne : 1 + Real.exp (-(b * x)) ≠ 0 := by positivity
  have hne' : 1 + Real.exp (b * x) ≠ 0 := by positivity
  refine ((h2.log hne).const_mul (-(1 / b))).congr_deriv ?_
  have hE : Real.exp (-(b * x)) * Real.exp (b * x) = 1 := by
    rw [← Real.exp_add, neg_add_cancel, Real.exp_zero]
  have h3 : -(1 / b) * (Real.exp (-(b * x)) * -b / (1 + Real.exp (-(b * x))))
      = Real.exp (-(b * x)) / (1 + Real.exp (-(b * x))) := by
    field_simp
  rw [h3, fermi, div_eq_div_iff hne hne']
  linear_combination hE
```

The next theorem states both derivatives of \(F\) at every strength `l`. In the proof, `hshift` records that each level moves at rate `w i`. Since `h1` holds at every strength, it identifies the whole function `deriv (grandPotential b mu e w)`, which can then be differentiated term by term.

```lean
/-- For `b ≠ 0` and any strength `l`, the first derivative of the grand potential is
`∑ w f` and the second is `-b ∑ w² f (1 - f)`, with `f` the occupations of the shifted levels. -/
theorem grandPotential_derivatives {b : ℝ} (hb : b ≠ 0) (mu : ℝ) (e w : ι → ℝ) (l : ℝ) :
    HasDerivAt (grandPotential b mu e w) (∑ i, w i * fermi b (e i + l * w i - mu)) l ∧
    HasDerivAt (deriv (grandPotential b mu e w))
      (-b * ∑ i, w i ^ 2 *
        (fermi b (e i + l * w i - mu) * (1 - fermi b (e i + l * w i - mu)))) l := by
  have hshift : ∀ (i : ι) (t : ℝ), HasDerivAt (fun s : ℝ => e i + s * w i - mu) (w i) t :=
    fun i t => ((((hasDerivAt_id' t).mul_const (w i)).const_add (e i)).sub_const mu).congr_deriv
      (one_mul _)
  have h1 : ∀ t, HasDerivAt (grandPotential b mu e w)
      (∑ i, w i * fermi b (e i + t * w i - mu)) t := by
    intro t
    have h : ∀ i, HasDerivAt (fun s : ℝ => levelPotential b (e i + s * w i - mu))
        (w i * fermi b (e i + t * w i - mu)) t := fun i =>
      ((hasDerivAt_levelPotential hb _).comp t (hshift i t)).congr_deriv (mul_comm _ _)
    exact HasDerivAt.fun_sum (u := Finset.univ) fun i _ => h i
  refine ⟨h1 l, ?_⟩
  -- differentiate the occupations once more
  have hd : deriv (grandPotential b mu e w)
      = fun t => ∑ i, w i * fermi b (e i + t * w i - mu) := funext fun t => (h1 t).deriv
  have h2 : ∀ i, HasDerivAt (fun s : ℝ => w i * fermi b (e i + s * w i - mu))
      (w i * (-b * (fermi b (e i + l * w i - mu) * (1 - fermi b (e i + l * w i - mu))) * w i))
      l := fun i => ((hasDerivAt_fermi b _).comp l (hshift i l)).const_mul (w i)
  rw [hd]
  refine (HasDerivAt.fun_sum (u := Finset.univ) fun i _ => h2 i).congr_deriv ?_
  rw [Finset.mul_sum]
  exact Finset.sum_congr rfl fun i _ => by ring
```

## The low-temperature limit

Away from the chemical potential, \(b f(1-f)\) is squeezed between zero and \(b e^{-b|x|}\). The upper bound is written as \(|x|^{-1}\,(b|x|)\,e^{-b|x|}\) to use the known limit of \(y e^{-y}\).

```lean
/-- For a level away from the chemical potential, `b f (1 - f)` vanishes as the temperature
goes to zero. -/
theorem tendsto_mul_hole {x : ℝ} (hx : x ≠ 0) :
    Tendsto (fun b => b * (fermi b x * (1 - fermi b x))) atTop (𝓝 0) := by
  have hx' : 0 < |x| := abs_pos.2 hx
  have h1 : Tendsto (fun b : ℝ => b * |x|) atTop atTop := tendsto_id.atTop_mul_const hx'
  have h2 := ((Real.tendsto_pow_mul_exp_neg_atTop_nhds_zero 1).comp h1).const_mul (|x|⁻¹)
  rw [mul_zero] at h2
  -- the exponential bound beats the linear factor
  refine squeeze_zero' ?_ ?_ h2
  · filter_upwards [eventually_gt_atTop (0 : ℝ)] with b hb
    rw [fermi_mul_hole]
    positivity
  · filter_upwards [eventually_gt_atTop (0 : ℝ)] with b hb
    have h3 : |x|⁻¹ * ((b * |x|) ^ 1 * Real.exp (-(b * |x|))) = b * Real.exp (-(b * |x|)) := by
      field_simp
    have h4 := fermi_mul_hole_le b x
    rw [abs_mul, abs_of_pos hb] at h4
    exact (mul_le_mul_of_nonneg_left h4 hb.le).trans_eq h3.symm
```

The rate theorem treats each level according to whether `e i = mu`. A level at \(\mu\) contributes the constant \(-w_i^2/4\) to \(F''(0)/b\), and any other level contributes zero in the limit; the proof puts in the common minus sign after summing. The sum in the statement runs only over levels at \(\mu\).

```lean
/-- As `b` tends to infinity, the curvature divided by `b` tends to minus one quarter of the sum
of `w²` over the levels at the chemical potential. -/
theorem tendsto_curvature_div (mu : ℝ) (e w : ι → ℝ) :
    Tendsto (fun b => curvature b mu e w / b) atTop
      (𝓝 (-∑ i with e i = mu, w i ^ 2 / 4)) := by
  have h : ∀ i, Tendsto (fun b => w i ^ 2 * (fermi b (e i - mu) * (1 - fermi b (e i - mu))))
      atTop (𝓝 (if e i = mu then w i ^ 2 / 4 else 0)) := by
    intro i
    by_cases hi : e i = mu
    · -- a level at the chemical potential is half filled at every temperature
      have hc : (fun b => w i ^ 2 * (fermi b (e i - mu) * (1 - fermi b (e i - mu))))
          = fun _ => w i ^ 2 / 4 := by
        funext b
        rw [hi, sub_self]
        simp only [fermi, mul_zero, Real.exp_zero]
        ring
      rw [if_pos hi, hc]
      exact tendsto_const_nhds
    · have h0 := ((tendsto_mul_hole (sub_ne_zero.2 hi)).mul
        tendsto_inv_atTop_zero).const_mul (w i ^ 2)
      simp only [mul_zero] at h0
      rw [if_neg hi]
      refine h0.congr' ?_
      filter_upwards [eventually_gt_atTop (0 : ℝ)] with b hb
      field_simp
  have hs := (tendsto_finsetSum Finset.univ fun i _ => h i).neg
  rw [Finset.sum_filter]
  refine hs.congr' ?_
  filter_upwards [eventually_gt_atTop (0 : ℝ)] with b hb
  have hc := (grandPotential_derivatives hb.ne' mu e w 0).2.deriv
  simp only [zero_mul, add_zero] at hc
  rw [curvature, hc, eq_div_iff hb.ne']
  ring
```

In the final theorem, `𝓝 0` means convergence to zero and `atBot` means divergence to minus infinity. The implication `hres` multiplies \(b\to\infty\) by a quotient with a negative limit. The implication `hoff` returns to the individual terms, because a vanishing limit of \(F''(0)/b\) would not determine the limit of \(F''(0)\). The converses use the incompatibility of the two limits.

```lean
/-- As `b` tends to infinity, the curvature tends to zero if and only if no level with `w ≠ 0`
lies at the chemical potential, and to minus infinity if and only if some such level does. -/
theorem curvature_low_temperature (mu : ℝ) (e w : ι → ℝ) :
    (Tendsto (fun b => curvature b mu e w) atTop (𝓝 0) ↔ ∀ i, w i ≠ 0 → e i ≠ mu) ∧
    (Tendsto (fun b => curvature b mu e w) atTop atBot ↔ ∃ i, w i ≠ 0 ∧ e i = mu) := by
  have hres : (∃ i, w i ≠ 0 ∧ e i = mu) →
      Tendsto (fun b => curvature b mu e w) atTop atBot := by
    rintro ⟨i, hw, he⟩
    have hpos : 0 < ∑ i with e i = mu, w i ^ 2 / 4 :=
      Finset.sum_pos' (fun j _ => by positivity) ⟨i, by simp [he], by positivity⟩
    refine (tendsto_id.atTop_mul_neg (neg_lt_zero.2 hpos)
      (tendsto_curvature_div mu e w)).congr' ?_
    filter_upwards [eventually_gt_atTop (0 : ℝ)] with b hb
    exact mul_div_cancel₀ _ hb.ne'
  have hoff : (∀ i, w i ≠ 0 → e i ≠ mu) →
      Tendsto (fun b => curvature b mu e w) atTop (𝓝 0) := by
    intro hgap
    have h : ∀ i, Tendsto (fun b => w i ^ 2 *
        (b * (fermi b (e i - mu) * (1 - fermi b (e i - mu))))) atTop (𝓝 0) := by
      intro i
      by_cases hw : w i = 0
      · simp [hw]
      · simpa only [mul_zero] using
          (tendsto_mul_hole (sub_ne_zero.2 (hgap i hw))).const_mul (w i ^ 2)
    have hs := (tendsto_finsetSum Finset.univ fun i _ => h i).neg
    simp only [Finset.sum_const_zero, neg_zero] at hs
    refine hs.congr' ?_
    filter_upwards [eventually_gt_atTop (0 : ℝ)] with b hb
    have hc := (grandPotential_derivatives hb.ne' mu e w 0).2.deriv
    simp only [zero_mul, add_zero] at hc
    rw [curvature, hc, Finset.mul_sum, ← Finset.sum_neg_distrib]
    exact Finset.sum_congr rfl fun i _ => by ring
  -- the two limits exclude each other, which gives both converses
  refine ⟨⟨fun h i hw he => ?_, hoff⟩, ⟨fun h => ?_, hres⟩⟩
  · exact not_tendsto_nhds_of_tendsto_atBot (hres ⟨i, hw, he⟩) 0 h
  · by_contra hn
    exact not_tendsto_nhds_of_tendsto_atBot h 0 (hoff fun i hw he => hn ⟨i, hw, he⟩)

end

end AnomalousDiagrams
```

```lean
#print axioms AnomalousDiagrams.grandPotential_derivatives
#print axioms AnomalousDiagrams.curvature_low_temperature
```

```
'AnomalousDiagrams.grandPotential_derivatives' depends on axioms: [propext, Classical.choice, Quot.sound]
'AnomalousDiagrams.curvature_low_temperature' depends on axioms: [propext, Classical.choice, Quot.sound]
```

## The second-order term in numbers, and the particle number

In an expansion at fixed \(\mu\), a diagonal correction \(w_i\) to the reference energies enters at second order, with \(l=1\), as

\[
\tfrac12F''(0)=-\frac b2\sum_i w_i^2f_i(1-f_i).
\]

Take \(w=0.01\) eV and \(k_BT=0.025\) eV. A level at \(\mu\) contributes \(-bw^2/8=-0.0005\) eV, and halving the temperature doubles this to \(-0.001\) eV. A level 0.5 eV from \(\mu\) contributes about \(-4\times10^{-12}\) eV at the higher temperature. The divergence as \(T\to0\) belongs to the second-order term, not to the exact grand potential: since \(F'(l)=\sum_i w_i f(x_i)\) with \(0<f<1\), the exact change obeys \(|F(1)-F(0)|\le\sum_i|w_i|\) at every temperature.

The same argument describes the response of the mean particle number \(N=\sum_i f_i\) to the chemical potential. Setting every \(w_i=-1\) amounts to raising \(\mu\) by \(l\), so \(\partial N/\partial\mu=-F''(0)=b\sum_i f_i(1-f_i)\). At low temperature this tends to zero if no level lies at \(\mu\), and grows as \(gb/4\) if \(g\ge1\) levels do.
